# Nested spin couplings K_i = S_i·(S_0 + … + S_(i−1)) of commuting su(2) copies commute pairwise and with the total spin

## Spins, blocks and nested couplings

Operators are elements of an associative complex algebra A with unit, and [X, Y] = XY − YX. No Hilbert space, adjoint, dimension or spin quantum number is fixed. The N sites are numbered 0, …, N − 1, the Cartesian indices a, b, c take the values 0, 1, 2 for x, y, z, and ħ = 1.

```lean
import Mathlib

open Finset Filter Topology
open scoped Kronecker

namespace NestedSpinIntegrals

noncomputable section

variable {A : Type*} [Ring A] [Algebra ℂ A] {N : ℕ}
```

The Levi-Civita symbol is written as ε_abc = (b − a)(c − a)(c − b)/2, which fixes ε_012 = +1.

```lean
/-- The Levi-Civita symbol on the three Cartesian indices. -/
def eps (a b c : Fin 3) : ℂ :=
  (((b : ℕ) : ℂ) - (a : ℕ)) * (((c : ℕ) : ℂ) - (a : ℕ)) * (((c : ℕ) : ℂ) - (b : ℕ)) / 2
```

A triple V is a vector operator under a triple T if

[T_a, V_b] = i Σ_c ε_abc V_c.

With V = T these are the angular momentum relations.

```lean
/-- `V` is a vector operator under `T`: `[T_a, V_b] = i ε_abc V_c`. -/
def IsVectorOp (T V : Fin 3 → A) : Prop :=
  ∀ a b, T a * V b - V b * T a = ∑ c, (Complex.I * eps a b c) • V c
```

Site i carries a triple S_i with components S_i^a. The structure `IsSpinFamily` has two fields: `su2`, the relations on each site, and `comm`, the statement [S_i^a, S_j^b] = 0 for i ≠ j.

```lean
/-- `N` copies of su(2): each triple obeys the angular momentum relations and
components on different sites commute. -/
structure IsSpinFamily (S : Fin N → Fin 3 → A) : Prop where
  su2 : ∀ i, IsVectorOp (S i) (S i)
  comm : ∀ i j, i ≠ j → ∀ a b, Commute (S i a) (S j b)
```

The scalar product V·W = Σ_a V_a W_a keeps V to the left.

```lean
/-- The scalar product `V · W` of two operator triples. -/
def dot (V W : Fin 3 → A) : A := ∑ a, V a * W a
```

For a set T of sites (Lean uses this letter for blocks as well as for triples) the block spin is S_T = Σ_(j∈T) S_j. The sets `Iio i`, `Iic i` and `univ` give S_(<i), S_(≤i) and the total spin.

```lean
/-- The summed spin of the sites in the block `T`. -/
def blockSpin (S : Fin N → Fin 3 → A) (T : Finset (Fin N)) (a : Fin 3) : A := ∑ j ∈ T, S j a
```

The nested operator is K_i = S_i·S_(<i). The sum is empty for i = 0, so K_0 = 0, and for N ≤ 1 the commutation statements are trivial.

```lean
/-- The nested operator `K_i = S_i · (sum of S_j over j < i)`. -/
def nested (S : Fin N → Fin 3 → A) (i : Fin N) : A := dot (S i) (blockSpin S (Iio i))
```

For complex levels z_j the rational Gaudin operator is

H_i = Σ_(j≠i) S_i·S_j / (z_i − z_j).

It has no field term, whereas the Richardson-Gaudin integrals of the pairing model also contain a term in the z component of S_i.

```lean
/-- The Gaudin operator `H_i = sum over j ≠ i of S_i · S_j / (z_i - z_j)`. -/
def gaudin (S : Fin N → Fin 3 → A) (z : Fin N → ℂ) (i : Fin N) : A :=
  ∑ j ∈ univ.erase i, (z i - z j)⁻¹ • dot (S i) (S j)
```

The counterexamples below, the permutation form of K_i and its eigenvalues are side calculations that do not come from the Lean theorems.

## Both factors rotate as vectors

The hypotheses `hV` and `hW` say that T generates the same rotation of V and of W. The Leibniz rule uses one hypothesis in each term:

[T_a, V_b W_b] = [T_a, V_b] W_b + V_b [T_a, W_b] = i Σ_c ε_abc V_c W_b + i Σ_c ε_abc V_b W_c.

Summing over b and exchanging the names b and c in the first double sum gives

[T_a, V·W] = i Σ_(b,c) (ε_acb + ε_abc) V_b W_c = 0.

No factor was reordered, so V and W need not commute. In the proof `h1` is the first line, with `rw [hV a b, hW a b, ...]` as the point of use, `Finset.sum_comm` is the renaming, and `h2` is the antisymmetry. If instead V commutes with T, only the second sum survives, and it equals i (V × W)_a with (V × W)_a = Σ_(b,c) ε_abc V_b W_c.

```lean
/-- The scalar product of two vector operators under `T` commutes with each component of `T`. -/
theorem commute_dot {T V W : Fin 3 → A} (hV : IsVectorOp T V) (hW : IsVectorOp T W)
    (a : Fin 3) : Commute (T a) (dot V W) := by
  -- Leibniz rule for each term
  have h1 : ∀ b, T a * (V b * W b) - V b * W b * T a
      = ∑ c, (Complex.I * eps a b c) • (V c * W b)
        + ∑ c, (Complex.I * eps a b c) • (V b * W c) := by
    intro b
    calc _ = (T a * V b - V b * T a) * W b + V b * (T a * W b - W b * T a) := by noncomm_ring
      _ = _ := by
        rw [hV a b, hW a b, Finset.sum_mul, Finset.mul_sum]
        simp only [smul_mul_assoc, mul_smul_comm]
  show T a * dot V W = dot V W * T a
  unfold dot
  rw [← sub_eq_zero, Finset.mul_sum, Finset.sum_mul, ← Finset.sum_sub_distrib]
  simp only [h1]
  rw [Finset.sum_add_distrib, Finset.sum_comm, ← Finset.sum_add_distrib]
  refine Finset.sum_eq_zero fun b _ => ?_
  rw [← Finset.sum_add_distrib]
  refine Finset.sum_eq_zero fun c _ => ?_
  -- antisymmetry of ε cancels the two sums
  have h2 : Complex.I * eps a c b + Complex.I * eps a b c = 0 := by unfold eps; ring
  rw [← add_smul, h2, zero_smul]
```

## The su(2) relations on each site

The field `su2` fixes the normalisation of every S_i as a generator of rotations. For j ∈ T,

[S_T^a, S_j^b] = Σ_(k∈T) [S_k^a, S_j^b] = [S_j^a, S_j^b] = i Σ_c ε_abc S_j^c,

where `comm` removes the terms k ≠ j and `su2` evaluates the remaining one. The lemma `Finset.sum_eq_single_of_mem` splits the proof into these two goals, and `h.su2 j a b` is the only direct use of `su2` in the general theorems.

```lean
/-- The spin of a site in a block is a vector operator under the spin of the block. -/
theorem vectorOp_site {S : Fin N → Fin 3 → A} (h : IsSpinFamily S) {T : Finset (Fin N)}
    {j : Fin N} (hj : j ∈ T) : IsVectorOp (blockSpin S T) (S j) := by
  intro a b
  unfold blockSpin
  rw [Finset.sum_mul, Finset.mul_sum, ← Finset.sum_sub_distrib,
    Finset.sum_eq_single_of_mem j hj]
  · exact h.su2 j a b
  · intro k _ hk
    exact sub_eq_zero.mpr (h.comm k j hk a b).eq
```

Summing over j in a sub-block U ⊆ T and exchanging the sums over j and c makes S_U a vector operator under S_T.

```lean
/-- The spin of a sub-block is a vector operator under the spin of the block. -/
theorem vectorOp_block {S : Fin N → Fin 3 → A} (h : IsSpinFamily S) {T U : Finset (Fin N)}
    (hU : U ⊆ T) : IsVectorOp (blockSpin S T) (blockSpin S U) := by
  intro a b
  calc blockSpin S T a * blockSpin S U b - blockSpin S U b * blockSpin S T a
      = ∑ j ∈ U, (blockSpin S T a * S j b - S j b * blockSpin S T a) := by
        rw [Finset.sum_sub_distrib, ← Finset.mul_sum, ← Finset.sum_mul]
        rfl
    _ = ∑ j ∈ U, ∑ c, (Complex.I * eps a b c) • S j c :=
        Finset.sum_congr rfl fun j hj => vectorOp_site h (hU hj) a b
    _ = _ := by
        rw [Finset.sum_comm]
        simp only [blockSpin, Finset.smul_sum]
```

Suppose site 0 carries λ times a proper spin, as for a magnetic moment with a different g-factor, so that [S_0^a, S_0^b] = iλ Σ_c ε_abc S_0^c. For N = 2 the two Leibniz terms no longer match:

[S_0^a + S_1^a, K_1] = i(λ − 1)(S_1 × S_0)_a,

which is nonzero for two spins 1/2 unless λ is 0 or 1.

## The block contains all sites up to i

The hypothesis `Iic i ⊆ T` means that S_T rotates every spin occurring in K_i together. It gives i ∈ T and {j : j < i} ⊆ T, so both factors of K_i are vector operators under S_T and [K_i, S_T^a] = 0. The proof feeds these two inclusions to `vectorOp_site` and `vectorOp_block`, then applies `commute_dot`. For N = 2 and T = {0}, one spin is rotated against the other and [S_0^a, K_1] = i (S_1 × S_0)_a.

```lean
/-- `K_i` commutes with the spin of every block that contains all sites up to `i`. -/
theorem nested_commute_block {S : Fin N → Fin 3 → A} (h : IsSpinFamily S) {i : Fin N}
    {T : Finset (Fin N)} (hT : Iic i ⊆ T) (a : Fin 3) :
    Commute (nested S i) (blockSpin S T a) :=
  (commute_dot (vectorOp_site h (hT (mem_Iic.mpr le_rfl)))
    (vectorOp_block h fun _ hk => hT (mem_Iic.mpr (mem_Iio.mp hk).le)) a).symm
```

## Commutation between different sites

The field `comm` says that the sites are independent degrees of freedom, such as different tensor factors, or the pair quasi-spins of different levels, which are bilinear in fermion operators. The main theorem states that under `IsSpinFamily S` all K_i commute with each other and with each component of the total spin. The second part is the case T = `univ` of the previous lemma. For the first, let i < j. Then

[K_i, K_j] = Σ_a ( [K_i, S_j^a] S_(<j)^a + S_j^a [K_i, S_(<j)^a] ).

The first commutator vanishes by `comm`, since K_i contains only sites k ≤ i < j. The second vanishes because the sites below j include all sites up to i. These are the two bullets in `key`, and `lt_trichotomy` extends the result to i = j and i > j.

```lean
/-- For commuting su(2) copies the nested operators commute pairwise and with every
component of the total spin. -/
theorem nested_commute {S : Fin N → Fin 3 → A} (h : IsSpinFamily S) :
    (∀ i j, Commute (nested S i) (nested S j)) ∧
      ∀ i a, Commute (nested S i) (blockSpin S univ a) := by
  refine ⟨?_, fun i a => nested_commute_block h (subset_univ _) a⟩
  have key : ∀ i j, i < j → Commute (nested S i) (nested S j) := by
    intro i j hij
    show Commute (nested S i) (∑ a, S j a * blockSpin S (Iio j) a)
    refine Commute.sum_right _ _ _ fun a _ => ?_
    show Commute (nested S i) (S j a * blockSpin S (Iio j) a)
    refine Commute.mul_right ?_ ?_
    · -- K_i contains only sites below j
      show Commute (∑ b, S i b * ∑ k ∈ Iio i, S k b) (S j a)
      refine Commute.sum_left _ _ _ fun b _ => ?_
      show Commute (S i b * ∑ k ∈ Iio i, S k b) (S j a)
      refine Commute.mul_left (h.comm i j hij.ne b a) ?_
      refine Commute.sum_left _ _ _ fun k hk => ?_
      exact h.comm k j ((mem_Iio.mp hk).trans hij).ne b a
    · -- K_i is a scalar under the spin of the sites below j
      exact nested_commute_block h (fun k hk => mem_Iio.mpr ((mem_Iic.mp hk).trans_lt hij)) a
  intro i j
  rcases lt_trichotomy i j with hij | rfl | hij
  · exact key i j hij
  · exact Commute.refl _
  · exact (key j i hij).symm
```

The proof turns on Mathlib's `Commute`. By definition `Commute x y` is the equation xy = yx, and the elements commuting with a fixed x are closed under sums and products. The lemmas `Commute.sum_right` and `Commute.mul_right`, with their left versions, apply this closure backwards: a goal about Σ_a S_j^a S_(<j)^a is reduced to each term, then to each factor. For the factor S_j^a the left versions split K_i in the same way until the goal is an instance of `h.comm`; the factor S_(<j)^a is handled by `nested_commute_block`, through which `su2` enters. The `show` lines unfold `nested` to expose that shape. No commutator is expanded in this proof itself; the expansions are in the lemmas behind `nested_commute_block`.

Without `comm` the statement on total spin fails already on one spin 1/2 with components s_x, s_y, s_z. The triples S_0 = (s_x, s_y, s_z) and S_1 = (s_y, s_z, s_x) both obey su(2), K_1 = −(i/2)(s_x + s_y + s_z), and this does not commute with the total x component s_x + s_y.

The same field gives the Casimir form. From S_(≤i) = S_i + S_(<i) (`hs`) and [S_(<i)^a, S_i^a] = 0 (`hc`) the two cross terms of the square are equal, so

2K_i = S_(≤i)·S_(≤i) − S_(<i)·S_(<i) − S_i·S_i.

This proof does not use `su2`.

```lean
/-- Twice `K_i` is the squared spin of the sites up to `i`, minus the squared spin of the
sites below `i`, minus `S_i · S_i`. -/
theorem nested_eq_casimir {S : Fin N → Fin 3 → A} (h : IsSpinFamily S) (i : Fin N) :
    (2 : ℂ) • nested S i = dot (blockSpin S (Iic i)) (blockSpin S (Iic i))
      - dot (blockSpin S (Iio i)) (blockSpin S (Iio i)) - dot (S i) (S i) := by
  have hI : Iic i = insert i (Iio i) := by
    ext k
    simp only [mem_Iic, mem_insert, mem_Iio]
    exact le_iff_eq_or_lt
  unfold nested dot
  rw [two_smul, ← Finset.sum_add_distrib, ← Finset.sum_sub_distrib, ← Finset.sum_sub_distrib]
  refine Finset.sum_congr rfl fun a _ => ?_
  have hs : blockSpin S (Iic i) a = S i a + blockSpin S (Iio i) a := by
    unfold blockSpin
    rw [hI, Finset.sum_insert (by simp)]
  have hc : Commute (blockSpin S (Iio i) a) (S i a) :=
    Commute.sum_left _ _ _ fun k hk => h.comm k i (mem_Iio.mp hk).ne a a
  rw [hs, add_mul, mul_add, mul_add, hc.eq]
  abel
```

## Nonzero and widely separated levels

The levels now depend on a parameter t that runs along a filter `l`, Mathlib's general notion of a limiting process. The hypothesis `hsep` says z_j/z_k → 0 for j < k, so each level becomes negligible against all higher-numbered ones; z_j = t^j with positive t → ∞ is an example. In z_i H_i the term S_i·S_j has the weight

z_i/(z_i − z_j) = 1/(1 − z_j/z_i) → 1 for j < i,

z_i/(z_i − z_j) = (z_i/z_j)/(z_i/z_j − 1) → 0 for j > i,

so z_i H_i → Σ_(j<i) S_i·S_j = K_i. In `coef` each branch takes its limit from `hsep` and uses `hz0`, that all levels are nonzero, to rewrite the weight. Continuity of addition and of scalar multiplication in A carries the limit through the finite sum (`hsum`), and `hlim` identifies it with K_i. For matrices this is entrywise convergence.

Lean's convention that 0 has inverse 0 is harmless for coinciding levels, which `hsep` and `hz0` eventually exclude, but without `hz0` the choice z = 0 would satisfy `hsep` while z_i H_i = 0. Without `hsep`, for instance with z_j = t c_j, t ≠ 0 and fixed distinct nonzero c_j, the weights are constant and the terms j > i remain.

```lean
/-- If the levels are nonzero and `z_j / z_k → 0` for `j < k`, the rescaled Gaudin operator
`z_i H_i` tends to `K_i`. -/
theorem gaudin_tendsto_nested [TopologicalSpace A] [ContinuousAdd A] [ContinuousSMul ℂ A]
    (S : Fin N → Fin 3 → A) {τ : Type*} {l : Filter τ} (z : τ → Fin N → ℂ)
    (hz0 : ∀ t j, z t j ≠ 0)
    (hsep : ∀ j k, j < k → Tendsto (fun t => z t j / z t k) l (𝓝 0)) (i : Fin N) :
    Tendsto (fun t => z t i • gaudin S (z t) i) l (𝓝 (nested S i)) := by
  -- the weight z_i / (z_i - z_j) tends to 1 for j < i and to 0 for j > i
  have coef : ∀ j ∈ univ.erase i, Tendsto (fun t => z t i * (z t i - z t j)⁻¹) l
      (𝓝 (if j < i then 1 else 0)) := by
    intro j hj
    have one : Tendsto (fun _ : τ => (1 : ℂ)) l (𝓝 1) := tendsto_const_nhds
    rcases lt_or_gt_of_ne (mem_erase.mp hj).1 with hlt | hgt
    · have h1 := (one.sub (hsep j i hlt)).inv₀ (by norm_num)
      rw [sub_zero, inv_one] at h1
      rw [if_pos hlt]
      refine h1.congr fun t => ?_
      rw [one_sub_div (hz0 t i), inv_div, div_eq_mul_inv]
    · have h1 := (hsep i j hgt).mul (((hsep i j hgt).sub one).inv₀ (by norm_num))
      rw [zero_mul] at h1
      rw [if_neg (not_lt_of_gt hgt)]
      refine h1.congr fun t => ?_
      rw [div_sub_one (hz0 t j), inv_div]
      simp only [div_eq_mul_inv]
      rw [mul_assoc, inv_mul_cancel_left₀ (hz0 t j)]
  have hsum := tendsto_finsetSum (univ.erase i)
    fun j hj => (coef j hj).smul_const (dot (S i) (S j))
  have hlim : ∑ j ∈ univ.erase i, (if j < i then (1 : ℂ) else 0) • dot (S i) (S j)
      = nested S i := by
    have hset : (univ.erase i).filter (fun j => j < i) = Iio i := by
      ext j
      simp only [mem_filter, mem_erase, mem_univ, mem_Iio, and_true]
      exact ⟨fun h => h.2, fun h => ⟨h.ne, h⟩⟩
    simp only [ite_smul, one_smul, zero_smul]
    rw [← Finset.sum_filter, hset]
    unfold nested dot blockSpin
    rw [Finset.sum_comm]
    simp only [Finset.mul_sum]
  rw [hlim] at hsum
  refine hsum.congr fun t => ?_
  simp only [gaudin, Finset.smul_sum, smul_smul]
```

This theorem assumes nothing about S. The commutativity of the H_i themselves is not among the results, and that of the K_i was obtained directly and not through the limit.

## Two spins 1/2

The spin matrices are half the Pauli matrices.

```lean
/-- The spin-1/2 matrices, half the Pauli matrices. -/
def half : Fin 3 → Matrix (Fin 2) (Fin 2) ℂ :=
  ![!![0, 1 / 2; 1 / 2, 0], !![0, -Complex.I / 2; Complex.I / 2, 0], !![1 / 2, 0; 0, -1 / 2]]
```

They are placed on the two factors of ℂ² ⊗ ℂ² by the Kronecker product `⊗ₖ`.

```lean
/-- Two spins 1/2 acting on the two factors of `ℂ² ⊗ ℂ²`. -/
def pair : Fin 2 → Fin 3 → Matrix (Fin 2 × Fin 2) (Fin 2 × Fin 2) ℂ :=
  ![fun a => half a ⊗ₖ (1 : Matrix (Fin 2) (Fin 2) ℂ),
    fun a => (1 : Matrix (Fin 2) (Fin 2) ℂ) ⊗ₖ half a]
```

The pair satisfies both fields, and K_1 = S_1·S_0 has the diagonal entry 1/4 in the normalised state ↑↑, index `(0, 0)`, so K_1 ≠ 0. The proof checks su(2) entry by entry (`hh`), lifts it to both factors (`hLR`), and obtains `comm` from the mixed-product rule `e`.

```lean
/-- Two spins 1/2 form a family of commuting su(2) copies, and the nested operator of the
second site has first diagonal entry 1/4. -/
theorem isSpinFamily_witness : IsSpinFamily pair ∧ nested pair 1 (0, 0) (0, 0) = 1 / 4 := by
  have e : ∀ P Q R U : Matrix (Fin 2) (Fin 2) ℂ, (P ⊗ₖ Q) * (R ⊗ₖ U) = (P * R) ⊗ₖ (Q * U) :=
    fun P Q R U => (Matrix.mul_kronecker_mul P R Q U).symm
  have hh : IsVectorOp half half := by
    intro a b
    rw [Fin.sum_univ_three]
    ext i j
    fin_cases a <;> fin_cases b <;> fin_cases i <;> fin_cases j <;>
      simp [eps, half] <;>
      first
        | ring1
        | linear_combination (1 / 2) * Complex.I_sq
        | linear_combination (-1 / 2) * Complex.I_sq
  have hLR : IsVectorOp (fun a => half a ⊗ₖ (1 : Matrix (Fin 2) (Fin 2) ℂ))
        (fun a => half a ⊗ₖ (1 : Matrix (Fin 2) (Fin 2) ℂ)) ∧
      IsVectorOp (fun a => (1 : Matrix (Fin 2) (Fin 2) ℂ) ⊗ₖ half a)
        (fun a => (1 : Matrix (Fin 2) (Fin 2) ℂ) ⊗ₖ half a) := by
    constructor
    all_goals
      intro a b
      simp only [e, Matrix.mul_one, Fin.sum_univ_three]
      ext ⟨i, k⟩ ⟨j, l⟩
      have h1 := congrFun (congrFun (hh a b) i) j
      have h2 := congrFun (congrFun (hh a b) k) l
      simp only [Fin.sum_univ_three, Matrix.sub_apply, Matrix.add_apply, Matrix.smul_apply,
        smul_eq_mul, Matrix.kroneckerMap_apply] at h1 h2 ⊢
      first
        | linear_combination ((1 : Matrix (Fin 2) (Fin 2) ℂ) k l) * h1
        | linear_combination ((1 : Matrix (Fin 2) (Fin 2) ℂ) i j) * h2
  have hc : ∀ a b, Commute (pair 0 a) (pair 1 b) := by
    intro a b
    show (half a ⊗ₖ 1) * (1 ⊗ₖ half b) = (1 ⊗ₖ half b) * (half a ⊗ₖ 1)
    simp only [e, Matrix.mul_one, Matrix.one_mul]
  refine ⟨⟨fun i => ?_, fun i j hij a b => ?_⟩, ?_⟩
  · fin_cases i
    · exact hLR.1
    · exact hLR.2
  · fin_cases i <;> fin_cases j
    · exact absurd rfl hij
    · exact hc a b
    · exact (hc b a).symm
    · exact absurd rfl hij
  · have hI : Iio (1 : Fin 2) = {0} := by
      decide
    have hK : nested pair 1 = ∑ a, half a ⊗ₖ half a := by
      unfold nested dot blockSpin
      rw [hI]
      refine Finset.sum_congr rfl fun a _ => ?_
      rw [Finset.sum_singleton]
      show (1 ⊗ₖ half a) * (half a ⊗ₖ 1) = _
      simp only [e, Matrix.mul_one, Matrix.one_mul]
    rw [hK, Fin.sum_univ_three]
    simp [half, Matrix.kroneckerMap_apply]
    norm_num

end

end NestedSpinIntegrals
```

```lean
#print axioms NestedSpinIntegrals.nested_commute
#print axioms NestedSpinIntegrals.nested_eq_casimir
#print axioms NestedSpinIntegrals.gaudin_tendsto_nested
```

```
'NestedSpinIntegrals.nested_commute' depends on axioms: [propext, Classical.choice, Quot.sound]
'NestedSpinIntegrals.nested_eq_casimir' depends on axioms: [propext, Classical.choice, Quot.sound]
'NestedSpinIntegrals.gaudin_tendsto_nested' depends on axioms: [propext, Classical.choice, Quot.sound]
```

## Sequential spin coupling in a program

For N spins 1/2 the transposition of sites i and j is P_ij = 1/2 + 2 S_i·S_j, so the Jucys-Murphy element Σ_(j<i) P_ij of the symmetric group acts as i/2 + 2K_i, where i is the site number (the number of terms in the sum) and not the imaginary unit. The theorems concern the spin operators for arbitrary spin and contain no symmetric group.

In electronic structure, for a fixed set of singly occupied orbitals treated as spins 1/2, the eigenvalues of the K_i, together with the total z component, label genealogical spin functions, which couple one electron at a time. If the sites below i ≥ 1 have spin J, the Casimir form gives K_i the value J/2 when site i raises the spin to J + 1/2, and −(J + 1)/2 when it lowers it to J − 1/2, which is possible only for J ≥ 1/2. For J = 1/2 these are 1/4 (triplet) and −3/4 (singlet). A program can build the S_i^a by Kronecker products, update S_(<i) as a running sum, and diagonalise Σ_i c_i K_i with generic real c_i in a sector of fixed total z component. The expectation values of the K_i in each eigenvector then give its coupling path.
